# The ring-polymer Hessian determinant from one 2f × 2f transfer-matrix determinant

A molecule tunnelling through a barrier at low temperature can be represented by a closed imaginary-time path, discretised into N beads with f coordinates each. In instanton theory the rate contains a factor for harmonic fluctuations about that path, and the factor is built from the determinant of an Nf × Nf Hessian. Dense elimination costs of order (Nf)³ operations, although each bead is coupled only to its two neighbours. How much of that work does the ring structure save?

Label the beads k = 0, …, n, with N = n + 1. In mass-weighted coordinates, divide the Hessian by the squared spring frequency ω_N² = (N/βħ)², where β is the inverse temperature. For N ≥ 3 the result H has diagonal blocks

a_k = 2I + V''_k/ω_N²

where V''_k is the mass-weighted Hessian of the potential at bead k, and blocks −I between cyclic neighbours. Define the 2f × 2f transfer matrices, with rows separated by a semicolon, and their ordered product:

T_k = [ a_k, −I ; I, 0 ]

M = T_n ⋯ T_1 T_0

Then

det H = (−1)^f det(M − I).

## Where an instanton code uses the determinant

For a finite number of beads and harmonic fluctuations about a fixed path, the identity replaces the large determinant by a sweep over the beads and one determinant of size 2f. Undoing the scaling multiplies det H by ω_N^(2Nf).

For a bound reactant well without zero modes, this full determinant is the one needed. At the instanton, the mode that moves the beads along the path has a vanishing or nearly vanishing eigenvalue, which the rate formula treats separately. The identity gives the determinant with that eigenvalue still included. For a free molecule in Cartesian coordinates, shifting all beads together costs no energy, so det H = 0 and the determinant alone says nothing about the other modes.

## One trip around the ring

A displacement x with Hx = 0 satisfies x_{k+1} = a_k x_k − x_{k−1}, so T_k carries the pair (x_k, x_{k−1}) to (x_{k+1}, x_k). Let C be the matrix on all N pairs whose block from bead k to bead k + 1, taken cyclically, is T_k.

**Closing the chain.** Split C = L + EW. Here L holds the steps along the open chain, W applies T_n to the last bead, and E inserts the result at bead 0. Let X stack the partial products P_0 = I and P_{k+1} = T_k P_k. Propagation along the chain gives (1 − L)X = E, hence

1 − C = (1 − L) − EW = (1 − L)(1 − XW).

The first factor is unit lower triangular and has determinant 1. For the second, det(1 − XW) = det(1 − WX), and WX = T_n P_n = M. Therefore

det(1 − C) = det(I − M).

**Recovering the Hessian.** Let S be the cyclic shift, (Sx)_k = x_{k−1}, and D the block diagonal matrix of the a_k. Then H = D − S − Sᵀ. Collecting all positions first and all previous positions second gives

1 − C = [ 1 − SD, S ; −S, 1 ].

The lower right block is the identity, so the determinant is that of the Schur complement. Since SSᵀ = 1,

1 − SD + S² = −S(D − S − Sᵀ) = −SH.

**Signs.** A cyclic permutation of N beads has sign (−1)^(N−1), so det S = (−1)^((N−1)f). Consequently

det(I − M) = (−1)^(Nf) (−1)^((N−1)f) det H = (−1)^f det H.

Because M has even size 2f, det(I − M) = det(M − I), which gives the identity.

## The Lean file

```lean
import Mathlib

open Matrix
open scoped Kronecker

namespace RingPolymerInstanton

variable {R f m : Type*} [CommRing R] [Fintype f] [DecidableEq f] [Fintype m] [DecidableEq m]

/-- The cyclic shift along the ring: bead `k` receives the coordinates of bead `k - 1`. -/
def shift (n : ℕ) : Matrix (Fin (n + 1) × f) (Fin (n + 1) × f) R :=
  (1 : Matrix (Fin (n + 1) × f) (Fin (n + 1) × f) R).submatrix (fun p => (p.1 - 1, p.2)) id

/-- The block diagonal matrix of the on-site blocks `a k`. -/
def onSite (a : ℕ → Matrix f f R) (n : ℕ) : Matrix (Fin (n + 1) × f) (Fin (n + 1) × f) R :=
  Matrix.of fun p q => if p.1 = q.1 then a p.1 p.2 q.2 else 0

/-- The ring-polymer Hessian of `n + 1` beads: on-site blocks minus the couplings to the
previous and to the next bead. -/
def hessian (a : ℕ → Matrix f f R) (n : ℕ) : Matrix (Fin (n + 1) × f) (Fin (n + 1) × f) R :=
  onSite a n - shift n - (shift n)ᵀ

/-- The transfer matrix `[[A, -I], [I, 0]]` of one bead. -/
def transfer (A : Matrix f f R) : Matrix (f ⊕ f) (f ⊕ f) R := fromBlocks A (-1) 1 0

/-- The ordered product `T (N-1) * ... * T 1 * T 0`. -/
def ordered (T : ℕ → Matrix m m R) : ℕ → Matrix m m R
  | 0 => 1
  | k + 1 => T k * ordered T k

/-- One step of first-order propagation around the ring: `T k` carries bead `k` to the next. -/
def ringMap (T : ℕ → Matrix m m R) (n : ℕ) : Matrix (Fin (n + 1) × m) (Fin (n + 1) × m) R :=
  Matrix.of fun p q => if p.1 - 1 = q.1 then T q.1 p.2 q.2 else 0

/-- Bead `j` precedes bead `i` either along the chain or across the closure of the ring. -/
theorem prev_iff {n : ℕ} (i j : Fin (n + 1)) :
    i - 1 = j ↔ ((i : ℕ) = (j : ℕ) + 1 ∨ ((i : ℕ) = 0 ∧ (j : ℕ) = n)) := by
  have hi := i.isLt
  have hj := j.isLt
  rw [sub_eq_iff_eq_add, Fin.ext_iff, Fin.val_add_one]
  split_ifs with h
  · have : (j : ℕ) = n := by rw [h, Fin.val_last]
    omega
  · have : (j : ℕ) ≠ n := fun e => h (Fin.ext e)
    omega

omit [Fintype f] in
private theorem shift_apply (n : ℕ) (p q : Fin (n + 1) × f) :
    (shift n : Matrix _ _ R) p q = if p.1 - 1 = q.1 ∧ p.2 = q.2 then 1 else 0 := by
  simp [shift, Matrix.one_apply, Prod.ext_iff]

private theorem shift_mul_apply (n : ℕ) (B : Matrix (Fin (n + 1) × f) (Fin (n + 1) × f) R)
    (p q : Fin (n + 1) × f) :
    ((shift n : Matrix (Fin (n + 1) × f) (Fin (n + 1) × f) R) * B) p q
      = B (p.1 - 1, p.2) q := by
  have h : ((shift n : Matrix (Fin (n + 1) × f) (Fin (n + 1) × f) R) * B) p q
      = ((1 : Matrix (Fin (n + 1) × f) (Fin (n + 1) × f) R) * B) (p.1 - 1, p.2) q := by
    simp only [Matrix.mul_apply]
    rfl
  rw [h, Matrix.one_mul]

/-- Closing a first-order propagation into a ring: `I` minus the ring propagation matrix has the
same determinant as `I` minus the ordered product of all steps. -/
theorem det_one_sub_ringMap (T : ℕ → Matrix m m R) (n : ℕ) :
    (1 - ringMap T n).det = (1 - ordered T (n + 1)).det := by
  -- open chain L, propagated solutions X, closing step W, first bead E
  let L : Matrix (Fin (n + 1) × m) (Fin (n + 1) × m) R :=
    Matrix.of fun p q => if (p.1 : ℕ) = (q.1 : ℕ) + 1 then T q.1 p.2 q.2 else 0
  let X : Matrix (Fin (n + 1) × m) m R := Matrix.of fun p q => ordered T p.1 p.2 q
  let W : Matrix m (Fin (n + 1) × m) R :=
    Matrix.of fun p q => if (q.1 : ℕ) = n then T n p q.2 else 0
  let E : Matrix (Fin (n + 1) × m) m R :=
    Matrix.of fun p q => if p.1 = 0 then (1 : Matrix m m R) p.2 q else 0
  have hX : (1 - L) * X = E := by
    ext ⟨i, p⟩ q
    rw [Matrix.sub_mul, Matrix.one_mul, Matrix.sub_apply, Matrix.mul_apply,
      Fintype.sum_prod_type]
    refine Fin.cases ?_ (fun k => ?_) i
    · simp [L, X, E, ordered]
    · rw [Finset.sum_eq_single k.castSucc]
      · simp [L, X, E, ordered, Matrix.mul_apply]
      · intro j _ hj
        have hkj : ¬ ((k : ℕ) = (j : ℕ)) := fun h => hj (Fin.ext h.symm)
        simp [L, hkj]
      · simp
  have hC : ringMap T n = L + E * W := by
    ext ⟨i, p⟩ ⟨j, q⟩
    simp only [ringMap, Matrix.of_apply, prev_iff, Matrix.add_apply, Matrix.mul_apply, L, E, W]
    by_cases hi : i = 0
    · subst hi
      by_cases hj : (j : ℕ) = n <;> simp [hj, Matrix.one_apply]
    · have hi' : ¬ ((i : ℕ) = 0) := fun h => hi (Fin.ext h)
      simp only [hi, hi', false_and, or_false, if_false, zero_mul, Finset.sum_const_zero,
        add_zero]
  have key : 1 - ringMap T n = (1 - L) * (1 - X * W) := by
    rw [Matrix.mul_sub, Matrix.mul_one, ← Matrix.mul_assoc, hX, hC]
    abel
  -- `1 - L` is unit lower triangular
  have hL : (1 - L).det = 1 := by
    rw [← Matrix.det_transpose]
    have hb : Matrix.BlockTriangular (1 - L)ᵀ Prod.fst := by
      rintro ⟨i, p⟩ ⟨j, q⟩ hij
      have hij' : (j : ℕ) < (i : ℕ) := hij
      have h1 : (j, q) ≠ (i, p) := fun h => by
        have : (j : ℕ) = (i : ℕ) := congrArg (fun x : Fin (n + 1) × m => (x.1 : ℕ)) h
        omega
      have h2 : ¬ ((j : ℕ) = (i : ℕ) + 1) := by omega
      simp [L, h2, Matrix.one_apply_ne h1]
    rw [hb.det_fintype]
    refine Finset.prod_eq_one fun k _ => ?_
    have h1 : Matrix.toSquareBlock (1 - L)ᵀ Prod.fst k = 1 := by
      ext ⟨⟨i, p⟩, hi⟩ ⟨⟨j, q⟩, hj⟩
      change i = k at hi
      change j = k at hj
      subst hi
      subst hj
      by_cases hpq : p = q
      · subst hpq
        simp [Matrix.toSquareBlock_def, L]
      · simp [Matrix.toSquareBlock_def, L, Matrix.one_apply, hpq]
    rw [h1, Matrix.det_one]
  have hW : W * X = ordered T (n + 1) := by
    ext p q
    rw [Matrix.mul_apply, Fintype.sum_prod_type, Finset.sum_eq_single (Fin.last n)]
    · simp [W, X, ordered, Matrix.mul_apply]
    · intro j _ hj
      have hjn : ¬ ((j : ℕ) = n) := fun h => hj (Fin.ext h)
      simp [W, hjn]
    · simp
  rw [key, Matrix.det_mul, hL, one_mul, Matrix.det_one_sub_mul_comm, hW]

/-- The cyclic shift of `n + 1` beads with `f` coordinates each has determinant `(-1)^(n f)`. -/
theorem det_shift (n : ℕ) :
    (shift n : Matrix (Fin (n + 1) × f) (Fin (n + 1) × f) R).det
      = ((-1) ^ n) ^ Fintype.card f := by
  have h : (shift n : Matrix (Fin (n + 1) × f) (Fin (n + 1) × f) R) =
      ((1 : Matrix (Fin (n + 1)) (Fin (n + 1)) R).submatrix id (finRotate (n + 1)))
        ⊗ₖ (1 : Matrix f f R) := by
    ext ⟨i, p⟩ ⟨j, q⟩
    have e : (i - 1 = j) = (i = finRotate (n + 1) j) := by
      rw [finRotate_apply, sub_eq_iff_eq_add]
    rw [shift_apply]
    simp only [Matrix.kroneckerMap_apply, Matrix.submatrix_apply, id, Matrix.one_apply, e]
    split_ifs <;> simp_all
  rw [h, Matrix.det_kronecker, Matrix.det_permute', sign_finRotate]
  simp

/-- The determinant of the ring-polymer Hessian is `(-1)^f det(M - I)`, with `M` the ordered
product of the transfer matrices of all `n + 1` beads. -/
theorem det_hessian (a : ℕ → Matrix f f R) (n : ℕ) :
    (hessian a n).det = (-1) ^ Fintype.card f *
      (ordered (fun k => transfer (a k)) (n + 1) - 1).det := by
  let e := Equiv.prodSumDistrib (Fin (n + 1)) f f
  have he1 : ∀ i p, e (i, Sum.inl p) = Sum.inl (i, p) := fun _ _ => rfl
  have he2 : ∀ i p, e (i, Sum.inr p) = Sum.inr (i, p) := fun _ _ => rfl
  -- separate positions from previous positions
  have hG : 1 - ringMap (fun k => transfer (a k)) n =
      (fromBlocks (1 - shift n * onSite a n) (shift n) (-shift n) 1).submatrix e e := by
    ext ⟨i, p | p⟩ ⟨j, q | q⟩ <;> by_cases h : i - 1 = j <;>
      simp [ringMap, transfer, shift_mul_apply, shift_apply, onSite, Matrix.one_apply,
        he1, he2, h]
  have hSS : (shift n : Matrix (Fin (n + 1) × f) _ R) * (shift n)ᵀ = 1 := by
    ext p q
    rw [shift_mul_apply, Matrix.transpose_apply, shift_apply]
    by_cases h : p = q
    · subst h
      simp
    · rw [Matrix.one_apply_ne h]
      exact if_neg fun h' => h (Prod.ext (sub_left_inj.mp h'.1).symm h'.2.symm)
  -- the Schur complement is minus the shifted Hessian
  have hH : 1 - shift n * onSite a n - shift n * (-shift n) = -(shift n * hessian a n) := by
    rw [hessian, Matrix.mul_sub, Matrix.mul_sub, hSS, Matrix.mul_neg]
    abel
  have hs : (-1 : R) ^ ((n + 1) * Fintype.card f) * ((-1) ^ n) ^ Fintype.card f
      = (-1) ^ Fintype.card f := by
    rw [pow_mul, ← mul_pow, ← pow_add, show n + 1 + n = 2 * n + 1 by ring, pow_succ, pow_mul]
    simp
  have h1 : (1 - ordered (fun k => transfer (a k)) (n + 1)).det
      = (-1) ^ Fintype.card f * (hessian a n).det := by
    rw [← det_one_sub_ringMap, hG, Matrix.det_submatrix_equiv_self,
      Matrix.det_fromBlocks_one₂₂, hH, Matrix.det_neg, Matrix.det_mul, det_shift,
      Fintype.card_prod, Fintype.card_fin, ← mul_assoc, hs]
  have hev : (-1 : R) ^ (Fintype.card f + Fintype.card f) = 1 := Even.neg_one_pow ⟨_, rfl⟩
  have h2 : ordered (fun k => transfer (a k)) (n + 1) - 1
      = -(1 - ordered (fun k => transfer (a k)) (n + 1)) := (neg_sub _ _).symm
  rw [h2, Matrix.det_neg, Fintype.card_sum, hev, one_mul, h1, ← mul_assoc, ← pow_add, hev,
    one_mul]

/-- A schoolbook matrix product together with its number of scalar multiplications, one for
each triple of row, summation and column index. -/
def countedMul (A B : Matrix m m R) : Matrix m m R × ℕ := (A * B, Fintype.card (m × m × m))

/-- The sweep along the beads: it multiplies up the transfer matrices one bead at a time and
counts the scalar multiplications. -/
def sweep (a : ℕ → Matrix f f R) : ℕ → Matrix (f ⊕ f) (f ⊕ f) R × ℕ
  | 0 => (1, 0)
  | k + 1 => ((countedMul (transfer (a k)) (sweep a k).1).1,
      (sweep a k).2 + (countedMul (transfer (a k)) (sweep a k).1).2)

/-- The sweep over `N` beads yields the ordered transfer product after `N (2f)^3` scalar
multiplications. -/
theorem sweep_eq (a : ℕ → Matrix f f R) (N : ℕ) :
    sweep a N = (ordered (fun k => transfer (a k)) N, N * (2 * Fintype.card f) ^ 3) := by
  induction N with
  | zero => simp [sweep, ordered]
  | succ k ih =>
    refine Prod.ext ?_ ?_
    · simp only [sweep, countedMul, ih, ordered]
    · simp only [sweep, countedMul, ih, Fintype.card_prod, Fintype.card_sum]
      ring

/-- The Hessian determinant of `n + 1` beads is `(-1)^f det(M - I)`, where the sweep builds the
`2f × 2f` matrix `M` with `(2f)^3` scalar multiplications per bead. -/
theorem det_hessian_linear_cost (a : ℕ → Matrix f f R) (n : ℕ) :
    (hessian a n).det = (-1) ^ Fintype.card f * ((sweep a (n + 1)).1 - 1).det ∧
      (sweep a (n + 1)).2 = (n + 1) * (2 * Fintype.card f) ^ 3 := by
  rw [sweep_eq]
  exact ⟨det_hessian a n, rfl⟩

end RingPolymerInstanton
```

```lean
#print axioms RingPolymerInstanton.det_hessian
#print axioms RingPolymerInstanton.det_hessian_linear_cost
```

```
'RingPolymerInstanton.det_hessian' depends on axioms: [propext, Classical.choice, Quot.sound]
'RingPolymerInstanton.det_hessian_linear_cost' depends on axioms: [propext, Classical.choice, Quot.sound]
```

## Reading the definitions and the proof

In `hessian a n`, the argument `n` is one less than the number of beads, and `f` is a finite index type whose size `Fintype.card f` is the number f above. The sequence `a` is indexed by all natural numbers, but only `a 0` to `a n` enter. `ordered` places later beads on the left, as in M. The theorem `det_hessian` is the identity for entries in any commutative ring `R`; real symmetric blocks are a special case, and symmetry is never used.

`det_one_sub_ringMap` closes the chain. Its steps `hX` and `hC` are the propagation equation and the split of C, `key` is the factorisation, `hL` evaluates the triangular factor, and `hW` identifies WX with M. `prev_iff` separates ordinary neighbours from the link that closes the ring. `det_shift` writes S as a Kronecker product of a cyclic permutation matrix with the identity and uses the sign of the permutation. In `det_hessian`, `hG` reorders the coordinates, `hH` computes the Schur complement, and `hs` collects the signs.

For the cost, `countedMul` pairs a matrix product with its schoolbook number of scalar multiplications, and `sweep` adds these up bead by bead. Induction in `sweep_eq` shows that the sweep returns M and the count N(2f)³. `det_hessian_linear_cost` joins this to the determinant identity.

## Small rings, operation counts and rounding

The identity holds for every N ≥ 1, but the definition of H gives the pattern described above only from three beads on. With two beads both links join the same pair, so the neighbour block is −2I; with one bead H = a_0 − 2I.

The count of 8f³ multiplications per bead is assigned to each product by definition, not measured from running code. It treats T_k as dense, ignoring its zero and identity blocks, and leaves out additions and the final determinant. The size of that last determinant does not depend on N, so at fixed f the total arithmetic is linear in the number of beads.

Nothing here bounds floating-point error. The entries of M can grow exponentially with βħ times a vibrational frequency, so when stiff and soft modes are mixed, rounding can swamp the soft ones. A code that forms M directly should be compared with a dense determinant on a small system at the same temperature and with equally stiff modes, and may need rescaling or re-orthogonalisation during the sweep.
